# The Slope of the PW91 Gradient Term Overshoots Its Large-Gradient Limit

Let $c$, $d$ and $K$ be real numbers with $d>0$ and $K>0$, and let

$$h(u)=\left(c-d\,e^{-Ku}\right)u .$$

The slope $h'(u)$ equals $c-d$ at $u=0$ and tends to $c$ as $u\to\infty$, but it does not stay below $c$ on the way. It reaches a maximum of $c+d\,e^{-2}$ at $u=2/K$, and it is strictly smaller at every other real $u$.

With $u=s^2$, this function is a term in the numerator of the PW91 exchange enhancement factor. Here $s=|\nabla n|/(2k_F n)$ is the reduced gradient of the electron density $n$, and $k_F=(3\pi^2 n)^{1/3}$ is the local Fermi wavevector. The constants have a direct reading: $c-d$ is the coefficient of $s^2$ in this term for slowly varying densities, $c$ is the coefficient once the Gaussian $e^{-Ks^2}$ has died away, and $K$ sets the value of $s$ at which one gives way to the other.

The exchange potential of a gradient-corrected functional contains second derivatives of the enhancement factor, so the curvature of $h$ enters the PW91 potential, although the results below concern this single numerator term and neither the full factor nor the potential.

## From the product rule to a unique maximum

The product rule gives

$$h'(u)=c-d\,e^{-Ku}+dKu\,e^{-Ku}=c+d\,(Ku-1)\,e^{-Ku}.$$

At $u=0$ this is $c-d$. As $u\to\infty$, both $Ku\,e^{-Ku}$ and $e^{-Ku}$ vanish, because $K>0$, and the slope tends to $c$.

For the maximum, write $x=Ku$ and consider the damped ramp $(x-a)e^{-x}$ for a real number $a$. The exponential lies strictly above its tangent at the origin, $1+y<e^{y}$ for $y\neq 0$. Setting $y=x-(a+1)$ gives

$$x-a<e^{x-(a+1)}\qquad\text{for } x\neq a+1,$$

and multiplication by $e^{-x}>0$ yields

$$(x-a)\,e^{-x}<e^{-(a+1)}\qquad\text{for } x\neq a+1 .$$

At $x=a+1$ the two sides are equal. The case $a=1$ says that $(Ku-1)e^{-Ku}$ is largest at $Ku=2$, with value $e^{-2}$. Multiplying by $d>0$ and adding $c$ gives the stated maximum of $h'$.

The overshoot has a definite onset. Since $d$ and the exponential are positive, $h'(u)>c$ holds exactly when $Ku-1>0$, that is, when $u>1/K$.

A second differentiation gives

$$h''(u)=dK\,e^{-Ku}-dK(Ku-1)\,e^{-Ku}=dK\,(2-Ku)\,e^{-Ku}.$$

The curvature is $2dK$ at the origin and changes sign at $u=2/K$. The ramp inequality with $a=2$, multiplied by $-dK<0$, shows that its minimum is $-dK\,e^{-3}$, attained only at $u=3/K$.

For the PW91 values $c=0.2743$, $d=0.1508$ and $K=100$, the slope starts at $0.1235$, rises to about $0.2947$ and settles back to $0.2743$. The peak lies at $s^2=2/100$, so $s=\sqrt2/10\approx0.141$. All these slopes and curvatures are taken with respect to $u=s^2$. In terms of $s$ itself,

$$\frac{d^2}{ds^2}h(s^2)=2h'(s^2)+4s^2h''(s^2),$$

so a change of sign in $h''$ need not be a change of sign in the second $s$-derivative.

## The gradient term and its derivatives in Lean

```lean
import Mathlib

open Filter Topology

namespace PW91GradientTerm
```

The function $h$ is defined with its three constants as arguments.

```lean
/-- The gradient term `h(u) = (c - d exp(-K u)) u` in the numerator of the PW91 exchange
enhancement factor, as a function of the squared reduced gradient `u = s ^ 2`. -/
noncomputable def gradTerm (c d K u : ℝ) : ℝ :=
  (c - d * Real.exp (-(K * u))) * u
```

In `gradTerm c d K u` all four arguments are real numbers, and `gradTerm c d K` is the function $h$. The variable `u` ranges over the whole real line, although only $u\ge 0$ can be a squared gradient. The maximum is therefore established on a larger domain than the physics requires. The definition places no condition on the signs of the constants; these appear as hypotheses where they are used.

```lean
/-- The slope of the gradient term is `h'(u) = c + d (K u - 1) exp(-K u)`. -/
theorem deriv_gradTerm (c d K u : ℝ) :
    deriv (gradTerm c d K) u = c + d * (K * u - 1) * Real.exp (-(K * u)) := by
  have he : HasDerivAt (fun v : ℝ => Real.exp (-(K * v)))
      (Real.exp (-(K * u)) * (-(K * 1))) u :=
    (((hasDerivAt_id' u).const_mul K).fun_neg).exp
  have hp := ((he.const_mul d).const_sub c).fun_mul (hasDerivAt_id' u)
  have h : HasDerivAt (gradTerm c d K)
      (c + d * (K * u - 1) * Real.exp (-(K * u))) u :=
    hp.congr_deriv (by ring)
  exact h.deriv
```

The slope is Mathlib's derivative `deriv` applied to `gradTerm c d K`, and its closed form is a theorem about that derivative. The proof first establishes the stronger predicate `HasDerivAt`, which says that the function is differentiable at the point with the given derivative. The chain rule for $e^{-Kv}$ is `he`, and `hp` is the product rule. The product rule delivers an unsimplified expression, which `ring` identifies with $c+d(Ku-1)e^{-Ku}$.

```lean
/-- The curvature of the gradient term is `h''(u) = d K (2 - K u) exp(-K u)`. -/
theorem deriv_deriv_gradTerm (c d K u : ℝ) :
    deriv (deriv (gradTerm c d K)) u = d * K * (2 - K * u) * Real.exp (-(K * u)) := by
  have he : HasDerivAt (fun v : ℝ => Real.exp (-(K * v)))
      (Real.exp (-(K * u)) * (-(K * 1))) u :=
    (((hasDerivAt_id' u).const_mul K).fun_neg).exp
  have hl := (((hasDerivAt_id' u).const_mul K).sub_const 1).const_mul d
  have hp := (hl.fun_mul he).const_add c
  have h : HasDerivAt (fun v : ℝ => c + d * (K * v - 1) * Real.exp (-(K * v)))
      (d * K * (2 - K * u) * Real.exp (-(K * u))) u :=
    hp.congr_deriv (by ring)
  rw [funext (deriv_gradTerm c d K)]
  exact h.deriv
```

The curvature is the derivative of the derivative. Differentiating $h'$ requires knowing it as a function and not only at one point, so `funext` turns the previous theorem, which holds for every `u`, into an equality of functions. After that replacement the calculation repeats the pattern: `hl` differentiates the ramp $d(Kv-1)$, `hp` combines it with the exponential, and `ring` collects the terms.

## The tangent line that locates both extrema

```lean
/-- A linear ramp damped by an exponential, `(x - a) exp(-x)`, stays strictly below
`exp(-(a + 1))` at every point other than `x = a + 1`. -/
theorem damped_ramp_lt {a x : ℝ} (hx : x ≠ a + 1) :
    (x - a) * Real.exp (-x) < Real.exp (-(a + 1)) := by
  -- the exponential lies strictly above its tangent line
  have h := Real.add_one_lt_exp (sub_ne_zero.mpr hx)
  calc (x - a) * Real.exp (-x)
      < Real.exp (x - (a + 1)) * Real.exp (-x) :=
        mul_lt_mul_of_pos_right (by linarith) (Real.exp_pos _)
    _ = Real.exp (-(a + 1)) := by
        rw [← Real.exp_add]
        congr 1
        ring
```

This is the ramp inequality, with $a$ and $x$ arbitrary real numbers apart from the condition $x\neq a+1$. The `calc` block has the two steps of the derivation: multiply the tangent-line bound by the positive number $e^{-x}$, then combine the exponentials.

The proof turns on the Mathlib lemma `Real.add_one_lt_exp`, which takes a proof that $y\neq0$ and returns $y+1<e^y$. The hypothesis supplied to it is `sub_ne_zero.mpr hx`, which converts $x\neq a+1$ into $x-(a+1)\neq0$. The strict inequality does double duty. Setting a derivative to zero would only locate a candidate, and it would remain to show that this is a global maximum and the only one. Here a single strict inequality, valid at every point but one, provides both. No critical points are computed, and no intervals of increase and decrease are compared.

## The overshoot of the slope

```lean
/-- For `d, K > 0` the slope of the gradient term is `c - d` at the origin, takes its maximum
`c + d exp(-2)` at `u = 2 / K` and nowhere else, and tends to `c` for large `u`. -/
theorem slope_overshoot (c : ℝ) {d K : ℝ} (hd : 0 < d) (hK : 0 < K) :
    deriv (gradTerm c d K) 0 = c - d ∧
    deriv (gradTerm c d K) (2 / K) = c + d * Real.exp (-2) ∧
    (∀ u, u ≠ 2 / K → deriv (gradTerm c d K) u < c + d * Real.exp (-2)) ∧
    Tendsto (deriv (gradTerm c d K)) atTop (𝓝 c) := by
  refine ⟨?_, ?_, ?_, ?_⟩
  · rw [deriv_gradTerm, mul_zero, neg_zero, Real.exp_zero]
    ring
  · have h2 : K * (2 / K) = 2 := by field_simp
    rw [deriv_gradTerm, h2]
    ring
  · intro u hu
    have hx : K * u ≠ 1 + 1 := by
      intro h
      apply hu
      rw [eq_div_iff hK.ne']
      linarith
    have h := damped_ramp_lt hx
    rw [show -((1 : ℝ) + 1) = -2 by norm_num] at h
    have h' := mul_lt_mul_of_pos_left h hd
    rw [deriv_gradTerm]
    linarith
  · -- exponential decay beats the linear prefactor
    have hx : Tendsto (fun u : ℝ => K * u) atTop atTop :=
      tendsto_id.const_mul_atTop hK
    have h1 := (Real.tendsto_pow_mul_exp_neg_atTop_nhds_zero 1).comp hx
    have h0 := (Real.tendsto_pow_mul_exp_neg_atTop_nhds_zero 0).comp hx
    have h := ((h1.sub h0).const_mul d).const_add c
    simp only [sub_zero, mul_zero, add_zero] at h
    refine h.congr (fun u => ?_)
    rw [deriv_gradTerm]
    simp only [Function.comp_apply, pow_one, pow_zero]
    ring
```

The hypotheses `hd` and `hK` are $d>0$ and $K>0$, and `c` is any real number. The conclusion has four parts:

- The slope at the origin is $c-d$.
- The slope at $2/K$ is $c+d\,e^{-2}$.
- At every real $u\neq2/K$ the slope is strictly below that value.
- The slope tends to $c$. In `Tendsto (deriv (gradTerm c d K)) atTop (𝓝 c)`, `atTop` stands for $u\to+\infty$ and `𝓝 c` for the neighbourhoods of $c$.

The first two parts are evaluations of the closed form. For the third, the condition $u\neq2/K$ becomes $Ku\neq1+1$, which is the condition of `damped_ramp_lt` with $a=1$. The resulting inequality is multiplied by $d$, and `linarith` adds $c$.

For the limit, `Real.tendsto_pow_mul_exp_neg_atTop_nhds_zero` states that $x^n e^{-x}\to0$ for each natural number $n$. It is used with $n=1$ and $n=0$, in each case composed with $x=Ku$, which tends to infinity because $K>0$. The difference of the two limits, multiplied by $d$ and shifted by $c$, is the limit of the slope.

The condition $d>0$ is what makes the extremum a maximum. Take $c=0$, $d=-1$ and $K=1$. Then $h(u)=u\,e^{-u}$ and $h'(u)=(1-u)e^{-u}$, so $h'(0)=1$, while $h'(2)=-e^{-2}$. The third part fails at $u=0$: the point $u=2/K$ is now the minimum of the slope, and the overshoot has become an undershoot.

```lean
/-- For `d, K > 0` the slope exceeds its large-gradient limit `c` exactly when `u > 1 / K`. -/
theorem slope_above_limit_iff (c : ℝ) {d K : ℝ} (hd : 0 < d) (hK : 0 < K) (u : ℝ) :
    c < deriv (gradTerm c d K) u ↔ 1 / K < u := by
  rw [deriv_gradTerm, div_lt_iff₀ hK, lt_add_iff_pos_right,
    mul_pos_iff_of_pos_right (Real.exp_pos _), mul_pos_iff_of_pos_left hd, sub_pos,
    mul_comm K u]
```

This theorem gives the onset of the overshoot as an equivalence, so it also says that the slope is at most $c$ for every $u\le1/K$. The rewriting steps remove $c$ from both sides and then cancel the positive factors $e^{-Ku}$ and $d$, leaving the condition $1<Ku$.

## The swing of the curvature

```lean
/-- For `d, K > 0` the curvature of the gradient term is `2 d K` at the origin and takes its
minimum, the negative value `-d K exp(-3)`, at `u = 3 / K` and nowhere else. -/
theorem curvature_swing (c : ℝ) {d K : ℝ} (hd : 0 < d) (hK : 0 < K) :
    deriv (deriv (gradTerm c d K)) 0 = 2 * d * K ∧
    deriv (deriv (gradTerm c d K)) (3 / K) = -(d * K * Real.exp (-3)) ∧
    ∀ u, u ≠ 3 / K → -(d * K * Real.exp (-3)) < deriv (deriv (gradTerm c d K)) u := by
  refine ⟨?_, ?_, ?_⟩
  · rw [deriv_deriv_gradTerm, mul_zero, neg_zero, Real.exp_zero]
    ring
  · have h3 : K * (3 / K) = 3 := by field_simp
    rw [deriv_deriv_gradTerm, h3]
    ring
  · intro u hu
    have hx : K * u ≠ 2 + 1 := by
      intro h
      apply hu
      rw [eq_div_iff hK.ne']
      linarith
    have h := damped_ramp_lt hx
    rw [show -((2 : ℝ) + 1) = -3 by norm_num] at h
    have h' := mul_lt_mul_of_pos_left h (mul_pos hd hK)
    rw [deriv_deriv_gradTerm]
    linarith
```

Under the same sign conditions, the theorem gives the curvature at the origin, its value at $3/K$, and the strict inequality that makes $3/K$ the only minimiser on the real line. The constant $c$ does not appear in any of the values, because it contributes only a linear term to $h$.

The proof runs parallel to that of the slope. Evaluation settles the first two parts. For the third, `damped_ramp_lt` is applied with $a=2$ and multiplied by the positive product $dK$. The final `linarith` carries out the reversal of sign that turns an upper bound on $(Ku-2)e^{-Ku}$ into a lower bound on $h''$.

With the PW91 constants the curvature falls from $30.16$ at the origin to about $-0.75$ at $s=\sqrt{0.03}\approx0.173$. The minimum is thus shallow compared with the initial value. The curvature stays negative for every $s>\sqrt2/10$, but it decays to zero as $s$ grows.

## The peak at the PW91 parameters

```lean
/-- With the PW91 parameters `c = 0.2743`, `d = 0.1508`, `K = 100`, the slope `h'(s ^ 2)` over
reduced gradients `s ≥ 0` is largest at `s = √2 / 10` and nowhere else. -/
theorem pw91_slope_peak {s : ℝ} (hs : 0 ≤ s) (hne : s ≠ √2 / 10) :
    deriv (gradTerm 0.2743 0.1508 100) (s ^ 2) <
      deriv (gradTerm 0.2743 0.1508 100) ((√2 / 10) ^ 2) := by
  have h2 : (√2 / 10 : ℝ) ^ 2 = 2 / 100 := by
    rw [div_pow, Real.sq_sqrt (by norm_num)]
    norm_num
  obtain ⟨-, hpeak, hlt, -⟩ :=
    slope_overshoot (0.2743 : ℝ) (d := 0.1508) (K := 100) (by norm_num) (by norm_num)
  rw [h2, hpeak]
  apply hlt
  intro h
  -- equal squares of non-negative gradients mean equal gradients
  exact hne ((sq_eq_sq₀ hs (by positivity)).mp (h.trans h2.symm))

end PW91GradientTerm
```

The decimals `0.2743`, `0.1508` and `100` are real numbers here, not floating-point approximations. For every $s\ge0$ other than $\sqrt2/10$, the slope at $s^2$ is strictly smaller than the slope at $(\sqrt2/10)^2$. The expression `deriv (gradTerm 0.2743 0.1508 100) (s ^ 2)` is $h'$ evaluated at $s^2$, and not the derivative of $h(s^2)$ with respect to $s$.

The step `h2` computes $(\sqrt2/10)^2=2/100$, which is $2/K$ for $K=100$. The general theorem then supplies the peak value and the strict inequality, provided that $s^2\neq2/100$. If the two squares were equal, the two numbers would be equal as well, since both are non-negative, and this would contradict `hne`. The hypothesis `hs` is used at this point: without it, $s=-\sqrt2/10$ would give the same slope as the peak.

```lean
#print axioms PW91GradientTerm.slope_above_limit_iff
#print axioms PW91GradientTerm.curvature_swing
#print axioms PW91GradientTerm.pw91_slope_peak
```

```
'PW91GradientTerm.slope_above_limit_iff' depends on axioms: [propext, Classical.choice, Quot.sound]
'PW91GradientTerm.curvature_swing' depends on axioms: [propext, Classical.choice, Quot.sound]
'PW91GradientTerm.pw91_slope_peak' depends on axioms: [propext, Classical.choice, Quot.sound]
```
